# A unique self-consistent exchange fraction for a Penn-model hybrid whose gap depends weakly and linearly on it

Suppose that the average gap between the occupied and empty states of a solid, computed with a hybrid functional, is $G = g_0 + g_1 a$, where $a$ is the fraction of exact exchange, $g_0 > 0$ and $g_1 \ge 0$. Let the next fraction be $1/\varepsilon$, where $\varepsilon = 1 + (w/G)^2$ is the Penn dielectric constant with its numerical prefactor set to one, and $w$ is the fixed plasmon energy. If
$$3\sqrt3\, g_1 < 8w,$$
then exactly one nonnegative fraction reproduces itself. It lies strictly between 0 and 1, and repeated updating converges to it from every nonnegative start.

## The exchange fraction as an inverse dielectric constant

In a global dielectric-dependent hybrid, the fraction of exact exchange is set to the inverse of the material's electronic dielectric constant, so that strong screening goes with little exact exchange. The dielectric constant depends on the gap, and the gap depends on the fraction, so the choice can be made self-consistent.

The Penn model, in its simplest form with the numerical prefactor set to one, supplies the first dependence:
$$\varepsilon = 1 + \left(\frac{w}{G}\right)^2 .$$
Here $G$ is an average gap between occupied and empty states, and $w$ is the plasmon energy, set by the density of valence electrons and held fixed.

The second dependence is postulated to be linear. The constant $g_0$ is the gap without exact exchange, and $g_0 > 0$ says that this average gap is already positive at that level. The slope $g_1$ is the gap opening per unit of exchange fraction, and $g_1 \ge 0$ says that exact exchange does not narrow the gap. One update is then
$$f(a) = \frac1\varepsilon = \frac{G^2}{G^2 + w^2}, \qquad G = g_0 + g_1 a,$$
and a self-consistent fraction satisfies $f(a) = a$.

The condition $3\sqrt3\,g_1 < 8w$ means that $g_1$ is below about $1.54\,w$: raising the fraction from 0 to 1 opens the average gap by less than about 1.54 times the plasmon energy.

## The statement in Lean

All quantities are real numbers, with energies in one common unit. `pennEps w G` is $\varepsilon$, `hybridStep g0 g1 w a` is $f(a)$, and `contractionRate g1 w` is
$$L = \frac{3\sqrt3\, g_1}{8w}.$$

The main theorem, `selfConsistent_hybrid`, assumes $g_0 > 0$, $g_1 \ge 0$ and $3\sqrt3\,g_1 < 8w$. Positivity of $w$ follows, because the left side of the last inequality is nonnegative. The theorem provides an `a` in the open interval `Set.Ioo (0 : ℝ) 1` with three properties:

- it is self-consistent;
- every self-consistent `b` with `0 ≤ b` equals it;
- for every `a0` with `0 ≤ a0`, the sequence `(hybridStep g0 g1 w)^[n] a0`, which is $f$ applied $n$ times to $a_0$, tends to it.

For this model with a linear gap, and under the condition on $g_1$, the result means that the outcome of the self-consistency cycle does not depend on the nonnegative starting fraction. It does not cover a dielectric constant computed from the electronic response, a gap that is nonlinear in $a$, or range-separated exchange.

## The steepest slope of the inverse dielectric constant

For two positive gaps $x$ and $y$,
$$\frac{x^2}{x^2+w^2} - \frac{y^2}{y^2+w^2} = \frac{w^2 (x+y)}{(x^2+w^2)(y^2+w^2)}\,(x-y).$$
The factor in front of $x-y$ is at most $3\sqrt3/(8w)$ provided that
$$8w^3(x+y) \le 3\sqrt3\,(x^2+w^2)(y^2+w^2).$$
This holds because three times the right side minus three times the left side equals
$$\sqrt3\left[(3xy-w^2)^2 + 3w^2(x-y)^2 + 2w^2\big(\sqrt3(x+y)-2w\big)^2\right] \ge 0.$$
To check the identity, expand the bracket. The terms in $w^2xy$ cancel, and what remains is $9(x^2+w^2)(y^2+w^2) - 8\sqrt3\,w^3(x+y)$. Multiplication by $\sqrt3$ gives the claim.

All three squares vanish at $x = y = w/\sqrt3$, which is the gap where $1/\varepsilon$ rises most steeply.

Now put $x = g_0 + g_1 a$ and $y = g_0 + g_1 b$ with $a, b \ge 0$. Both gaps are positive and $x - y = g_1(a-b)$, so
$$|f(a) - f(b)| \le L\,|a-b|.$$

## Existence, uniqueness and convergence

**Existence.** For $a \ge 0$ the gap is positive, hence $0 < f(a) < 1$. The continuous function $f(a) - a$ is therefore positive at $a = 0$ and negative at $a = 1$, and it vanishes somewhere between. Of the condition on $g_1$, this step uses only the consequence $w > 0$.

**Uniqueness.** The condition on $g_1$ says that $L < 1$. Let $f(a) = a$ with $a \ge 0$, and let $b \ge 0$ be arbitrary. Then
$$|b-a| \le |b-f(b)| + |f(b)-f(a)| \le |f(b)-b| + L\,|b-a|,$$
and therefore
$$|b-a| \le \frac{|f(b)-b|}{1-L}.$$
If $b$ is self-consistent too, the right side is zero and $b = a$. For any other $b$, the inequality bounds the remaining error by the change in a single update, divided by $1-L$.

**Convergence.** Write $a_{n+1} = f(a_n)$ with $a_0 \ge 0$. All $a_n$ are nonnegative, and each update multiplies the distance to $a$ by at most $L$, so
$$|a_n - a| \le L^n\,|a_0 - a| \to 0.$$
For $g_1 = 0$ the gap is constant, $L = 0$, and the first update already gives the answer.

## Three solutions are possible when the gap responds strongly

Without the condition on $g_1$, uniqueness can fail. Take $g_0 = 1$, $g_1 = 10$, $w = 6$. Then $3\sqrt3\,g_1 \approx 52$ exceeds $8w = 48$, and there are at least three self-consistent fractions:

| $a$ | $G$ | $G^2/(G^2+36)$ |
|---|---|---|
| $1/10$ | $2$ | $4/40 = 1/10$ |
| $1/5$ | $3$ | $9/45 = 1/5$ |
| $1/2$ | $6$ | $36/72 = 1/2$ |

An iteration started at any of them stays there, so a common limit for all starts is lost as well. The condition is sufficient but not necessary: if $g_0 \ge w/\sqrt3$, the gap never falls below the value at which $1/\varepsilon$ is steepest. Then $f$ is concave for $a \ge 0$, and because $f(0) > 0$, the nonnegative self-consistent fraction is unique for every $g_1 \ge 0$. This last remark is not part of the Lean file.

## The complete Lean file

```lean
import Mathlib

open Filter Topology

namespace DielectricDependentHybrid

noncomputable section

/-- Penn dielectric constant of a solid with plasmon energy `w` and gap `G`, for `G ≠ 0`. -/
def pennEps (w G : ℝ) : ℝ := 1 + (w / G) ^ 2

/-- One update of the exchange fraction: the gap `g0 + g1 * a` found with fraction `a` gives a
Penn dielectric constant, whose inverse is the new fraction. The domain is `g0 + g1 * a ≠ 0`. -/
def hybridStep (g0 g1 w a : ℝ) : ℝ := (pennEps w (g0 + g1 * a))⁻¹

/-- The factor `3√3 g1 / (8 w)` built from the gap slope `g1` and the plasmon energy `w ≠ 0`. -/
def contractionRate (g1 w : ℝ) : ℝ := 3 * √3 * g1 / (8 * w)

/-- For a nonzero gap the inverse Penn dielectric constant is `G² / (G² + w²)`. -/
theorem inv_pennEps {w G : ℝ} (hG : G ≠ 0) :
    (pennEps w G)⁻¹ = G ^ 2 / (G ^ 2 + w ^ 2) := by
  have h : 1 + (w / G) ^ 2 = (G ^ 2 + w ^ 2) / G ^ 2 := by
    rw [div_pow, add_div, div_self (pow_ne_zero 2 hG)]
  rw [pennEps, h, inv_div]

/-- For all real `w`, `x` and `y`, the product `8 w³ (x + y)` is at most `3√3 (x² + w²) (y² + w²)`.
-/
theorem gap_inequality (w x y : ℝ) :
    8 * w ^ 3 * (x + y) ≤ 3 * √3 * ((x ^ 2 + w ^ 2) * (y ^ 2 + w ^ 2)) := by
  have hr : √3 ^ 2 = (3 : ℝ) := Real.sq_sqrt (by norm_num)
  -- the difference of the two sides is a sum of squares
  have h1 : 0 ≤ √3 * ((3 * x * y - w ^ 2) ^ 2 + 3 * w ^ 2 * (x - y) ^ 2
      + 2 * w ^ 2 * (√3 * (x + y) - 2 * w) ^ 2) := by positivity
  have e : 3 * (3 * √3 * ((x ^ 2 + w ^ 2) * (y ^ 2 + w ^ 2)) - 8 * w ^ 3 * (x + y))
      = √3 * ((3 * x * y - w ^ 2) ^ 2 + 3 * w ^ 2 * (x - y) ^ 2
      + 2 * w ^ 2 * (√3 * (x + y) - 2 * w) ^ 2) := by
    linear_combination (8 * w ^ 3 * (x + y) - 2 * √3 * w ^ 2 * (x + y) ^ 2) * hr
  linarith

/-- For positive gaps and positive plasmon energy, the inverse Penn dielectric constant changes
by at most `3√3 / (8 w)` times the change of the gap. -/
theorem inv_pennEps_lipschitz {w x y : ℝ} (hw : 0 < w) (hx : 0 < x) (hy : 0 < y) :
    |(pennEps w x)⁻¹ - (pennEps w y)⁻¹| ≤ 3 * √3 / (8 * w) * |x - y| := by
  have h1 : x ^ 2 + w ^ 2 ≠ 0 := by positivity
  have h2 : y ^ 2 + w ^ 2 ≠ 0 := by positivity
  have key : x ^ 2 / (x ^ 2 + w ^ 2) - y ^ 2 / (y ^ 2 + w ^ 2)
      = w ^ 2 * (x + y) / ((x ^ 2 + w ^ 2) * (y ^ 2 + w ^ 2)) * (x - y) := by
    rw [div_sub_div _ _ h1 h2, div_mul_eq_mul_div]
    congr 1
    ring
  rw [inv_pennEps hx.ne', inv_pennEps hy.ne', key, abs_mul, abs_of_nonneg (by positivity)]
  apply mul_le_mul_of_nonneg_right _ (abs_nonneg _)
  rw [div_le_div_iff₀ (by positivity) (by positivity)]
  linarith [gap_inequality w x y]

/-- With `g0, w > 0` and `g1 ≥ 0`, one update multiplies the distance between two nonnegative
exchange fractions by at most `contractionRate g1 w`. -/
theorem hybridStep_lipschitz {g0 g1 w a b : ℝ} (hg0 : 0 < g0) (hg1 : 0 ≤ g1) (hw : 0 < w)
    (ha : 0 ≤ a) (hb : 0 ≤ b) :
    |hybridStep g0 g1 w a - hybridStep g0 g1 w b| ≤ contractionRate g1 w * |a - b| := by
  have h := inv_pennEps_lipschitz (x := g0 + g1 * a) (y := g0 + g1 * b) hw
    (by positivity) (by positivity)
  have e : g0 + g1 * a - (g0 + g1 * b) = g1 * (a - b) := by ring
  rw [e, abs_mul, abs_of_nonneg hg1] at h
  unfold hybridStep contractionRate
  calc _ ≤ _ := h
    _ = _ := by ring

/-- With `g0, w > 0` and `g1 ≥ 0`, the update of a nonnegative exchange fraction lies strictly
between 0 and 1. -/
theorem hybridStep_mem {g0 g1 w a : ℝ} (hg0 : 0 < g0) (hg1 : 0 ≤ g1) (hw : 0 < w)
    (ha : 0 ≤ a) : hybridStep g0 g1 w a ∈ Set.Ioo (0 : ℝ) 1 := by
  have hG : 0 < g0 + g1 * a := by positivity
  rw [hybridStep, inv_pennEps hG.ne']
  refine ⟨by positivity, ?_⟩
  rw [div_lt_one (by positivity)]
  linarith [pow_pos hw 2]

/-- With `g0, w > 0` and `g1 ≥ 0`, some exchange fraction strictly between 0 and 1 is
self-consistent. -/
theorem exists_selfConsistent {g0 g1 w : ℝ} (hg0 : 0 < g0) (hg1 : 0 ≤ g1) (hw : 0 < w) :
    ∃ a ∈ Set.Ioo (0 : ℝ) 1, hybridStep g0 g1 w a = a := by
  have hd : ∀ a : ℝ, (g0 + g1 * a) ^ 2 + w ^ 2 ≠ 0 := fun a => by positivity
  have q : Continuous fun a : ℝ => (g0 + g1 * a) ^ 2 / ((g0 + g1 * a) ^ 2 + w ^ 2) :=
    Continuous.div (by fun_prop) (by fun_prop) hd
  have hF : Continuous fun a : ℝ =>
      (g0 + g1 * a) ^ 2 / ((g0 + g1 * a) ^ 2 + w ^ 2) - a := q.sub continuous_id
  have hc : ContinuousOn (fun a => hybridStep g0 g1 w a - a) (Set.Icc 0 1) := by
    refine hF.continuousOn.congr fun a ha => ?_
    have hG : g0 + g1 * a ≠ 0 :=
      (add_pos_of_pos_of_nonneg hg0 (mul_nonneg hg1 ha.1)).ne'
    simp only [hybridStep, inv_pennEps hG]
  -- the residual is positive at 0 and negative at 1
  have h0 := hybridStep_mem hg0 hg1 hw (le_refl (0 : ℝ))
  have h1 := hybridStep_mem hg0 hg1 hw (zero_le_one' ℝ)
  have m : (0 : ℝ) ∈ Set.Icc (hybridStep g0 g1 w 1 - 1) (hybridStep g0 g1 w 0 - 0) :=
    ⟨by linarith [h1.2], by linarith [h0.1]⟩
  obtain ⟨a, ha, h⟩ := intermediate_value_Icc' (zero_le_one' ℝ) hc m
  have e : hybridStep g0 g1 w a = a := sub_eq_zero.1 h
  have hm := hybridStep_mem hg0 hg1 hw ha.1
  rw [e] at hm
  exact ⟨a, hm, e⟩

/-- If `g0 > 0`, `g1 ≥ 0` and `3√3 g1 < 8 w`, the distance of a nonnegative fraction `b` from a
nonnegative self-consistent one is at most the change of `b` in a single update, divided by
`1 - contractionRate g1 w`. -/
theorem error_le_residual {g0 g1 w a b : ℝ} (hg0 : 0 < g0) (hg1 : 0 ≤ g1)
    (h : 3 * √3 * g1 < 8 * w) (ha : 0 ≤ a) (hfix : hybridStep g0 g1 w a = a) (hb : 0 ≤ b) :
    |b - a| ≤ |hybridStep g0 g1 w b - b| / (1 - contractionRate g1 w) := by
  have hp : 0 ≤ 3 * √3 * g1 := by positivity
  have hw : 0 < w := by linarith
  have hL : contractionRate g1 w < 1 := by
    rw [contractionRate, div_lt_one (by positivity)]
    exact h
  have h1 := hybridStep_lipschitz hg0 hg1 hw hb ha
  rw [hfix] at h1
  have h2 := abs_sub_le b (hybridStep g0 g1 w b) a
  rw [abs_sub_comm b (hybridStep g0 g1 w b)] at h2
  rw [le_div_iff₀ (by linarith)]
  linarith

/-- With `g0, w > 0` and `g1 ≥ 0`, the distance to a nonnegative self-consistent fraction after
`n` updates of a nonnegative start is at most `contractionRate g1 w ^ n` times the initial one. -/
theorem iterate_error {g0 g1 w a a0 : ℝ} (hg0 : 0 < g0) (hg1 : 0 ≤ g1) (hw : 0 < w)
    (ha : 0 ≤ a) (hfix : hybridStep g0 g1 w a = a) (ha0 : 0 ≤ a0) (n : ℕ) :
    |(hybridStep g0 g1 w)^[n] a0 - a| ≤ contractionRate g1 w ^ n * |a0 - a| := by
  have hL : 0 ≤ contractionRate g1 w := by unfold contractionRate; positivity
  -- carry along that the iterates stay nonnegative
  suffices H : 0 ≤ (hybridStep g0 g1 w)^[n] a0 ∧
      |(hybridStep g0 g1 w)^[n] a0 - a| ≤ contractionRate g1 w ^ n * |a0 - a| from H.2
  induction n with
  | zero => exact ⟨ha0, by simp⟩
  | succ n ih =>
    rw [Function.iterate_succ_apply']
    refine ⟨(hybridStep_mem hg0 hg1 hw ih.1).1.le, ?_⟩
    have h1 := hybridStep_lipschitz hg0 hg1 hw ih.1 ha
    rw [hfix] at h1
    calc _ ≤ _ := h1
      _ ≤ contractionRate g1 w * (contractionRate g1 w ^ n * |a0 - a|) :=
        mul_le_mul_of_nonneg_left ih.2 hL
      _ = _ := by ring

/-- If `g0 > 0`, `g1 ≥ 0` and `3√3 g1 < 8 w`, there is exactly one nonnegative self-consistent
exchange fraction; it lies strictly between 0 and 1, and the updates converge to it from every
nonnegative start. -/
theorem selfConsistent_hybrid {g0 g1 w : ℝ} (hg0 : 0 < g0) (hg1 : 0 ≤ g1)
    (h : 3 * √3 * g1 < 8 * w) :
    ∃ a ∈ Set.Ioo (0 : ℝ) 1, hybridStep g0 g1 w a = a ∧
      (∀ b, 0 ≤ b → hybridStep g0 g1 w b = b → b = a) ∧
      ∀ a0, 0 ≤ a0 → Tendsto (fun n => (hybridStep g0 g1 w)^[n] a0) atTop (𝓝 a) := by
  have hp : 0 ≤ 3 * √3 * g1 := by positivity
  have hw : 0 < w := by linarith
  obtain ⟨a, ha, hfix⟩ := exists_selfConsistent hg0 hg1 hw
  refine ⟨a, ha, hfix, fun b hb hbfix => ?_, fun a0 ha0 => ?_⟩
  · -- a second solution has zero residual, hence zero error
    have hr := error_le_residual hg0 hg1 h ha.1.le hfix hb
    rw [hbfix, sub_self, abs_zero, zero_div] at hr
    exact sub_eq_zero.1 (abs_nonpos_iff.1 hr)
  · have hL0 : 0 ≤ contractionRate g1 w := by unfold contractionRate; positivity
    have hL1 : contractionRate g1 w < 1 := by
      rw [contractionRate, div_lt_one (by positivity)]
      exact h
    have hlim := (tendsto_pow_atTop_nhds_zero_of_lt_one hL0 hL1).mul_const |a0 - a|
    rw [zero_mul] at hlim
    rw [tendsto_iff_norm_sub_tendsto_zero]
    exact squeeze_zero (fun n => norm_nonneg _)
      (fun n => iterate_error hg0 hg1 hw ha.1.le hfix ha0 n) hlim

/-- For `g0 = 1`, `g1 = 10`, `w = 6` the condition `3√3 g1 < 8 w` fails, and the exchange
fractions 1/10, 1/5 and 1/2 are all self-consistent. -/
theorem three_selfConsistent_fractions :
    (8 * 6 : ℝ) < 3 * √3 * 10 ∧ hybridStep 1 10 6 (1 / 10) = 1 / 10 ∧
      hybridStep 1 10 6 (1 / 5) = 1 / 5 ∧ hybridStep 1 10 6 (1 / 2) = 1 / 2 := by
  have hs : (17 / 10 : ℝ) < √3 := Real.lt_sqrt_of_sq_lt (by norm_num)
  refine ⟨by linarith, ?_, ?_, ?_⟩ <;> norm_num [hybridStep, pennEps]

end

end DielectricDependentHybrid
```

```lean
#print axioms DielectricDependentHybrid.selfConsistent_hybrid
#print axioms DielectricDependentHybrid.three_selfConsistent_fractions
```

```
'DielectricDependentHybrid.selfConsistent_hybrid' depends on axioms: [propext, Classical.choice, Quot.sound]
'DielectricDependentHybrid.three_selfConsistent_fractions' depends on axioms: [propext, Classical.choice, Quot.sound]
```

## From the sum of squares to the limit

`inv_pennEps` rewrites $1/\varepsilon$ as $G^2/(G^2+w^2)$ for $G \ne 0$. The later lemmas meet this requirement by showing that the gap is positive.

`gap_inequality` contains the sum of squares. `positivity` shows that the bracket times $\sqrt3$ is nonnegative, and `linear_combination` verifies the identity, using $(\sqrt3)^2 = 3$ through `hr`. The inequality holds for all real `w`, `x` and `y`; signs are used in the next lemma, which removes an absolute value and divides by $w$.

`inv_pennEps_lipschitz` factors the difference of the two fractions in `key`, clears denominators with `div_le_div_iff₀` and finishes with `gap_inequality`. `hybridStep_lipschitz` inserts the linear gap, which brings in the factor $g_1$ and so produces $L$.

`hybridStep_mem` shows $0 < f(a) < 1$. `exists_selfConsistent` first proves that the residual $f(a) - a$ is continuous on $[0,1]$, then applies the intermediate value theorem in the form `intermediate_value_Icc'`, which suits a function whose value at the left end is the larger one. The signs at the two ends come from `hybridStep_mem`, and a further use of it places the solution strictly inside the interval.

`error_le_residual` is the triangle inequality from the uniqueness argument, with `abs_sub_le` supplying the intermediate point $f(b)$. `iterate_error` is an induction on `n`. Its hypothesis also records that the current iterate is nonnegative, since the contraction estimate needs this at every step.

`selfConsistent_hybrid` assembles the parts. Uniqueness comes from setting the residual to zero in `error_le_residual`. For convergence, `squeeze_zero` traps the error between zero and $L^n|a_0-a|$, which tends to zero because $0 \le L < 1$.

`three_selfConsistent_fractions` checks the counter-example. The bound $\sqrt3 > 17/10$ suffices to show that the condition fails, and `norm_num` evaluates the three updates.
